# The relation between the length and velocity radial dipole integrals in a hard-walled shell

A radial state is represented here by two real functions on a shell a ≤ r ≤ b with hard walls: u, which is r times the radial part of the wave function, and its slope u′. Both are continuous up to the walls, but u′ is required to be the derivative of u only inside. For a < b the slope at a wall is then the limit from within. Values of u outside the shell play no role.

```lean
import Mathlib

open Set

namespace RadialDipoleGauge

noncomputable section
```

In atomic units, an electron of angular momentum L in a central local potential V(r) feels the effective potential

W_L(r) = L(L+1)/(2r²) + V(r).

```lean
/-- The potential `V` together with the centrifugal barrier of angular momentum `L`,
in atomic units. -/
def effectivePotential (L : ℕ) (V : ℝ → ℝ) (r : ℝ) : ℝ :=
  (L : ℝ) * (L + 1) / (2 * r ^ 2) + V r
```

The radial equation at energy E is −u″/2 + W_L u = E u, with u(a) = u(b) = 0. In `IsRadialState`, `du` stands for u′. The state need not be normalised. Continuity of V is not assumed, but the equation is required at every interior point, with u′ differentiable there. This excludes a jump of V at a point where u ≠ 0, so step potentials are in general not covered.

```lean
/-- `u`, with slope `du`, solves the radial Schrödinger equation with angular momentum `L` and
energy `E` between hard walls at `a` and `b`. -/
structure IsRadialState (a b : ℝ) (L : ℕ) (V : ℝ → ℝ) (E : ℝ) (u du : ℝ → ℝ) : Prop where
  cont : ContinuousOn u (Icc a b)
  slope_cont : ContinuousOn du (Icc a b)
  slope : ∀ r ∈ Ioo a b, HasDerivAt u (du r) r
  slope_diff : ∀ r ∈ Ioo a b, DifferentiableAt ℝ du r
  schrodinger : ∀ r ∈ Ioo a b,
    -(deriv du r) / 2 + effectivePotential L V r * u r = E * u r
  inner_wall : u a = 0
  outer_wall : u b = 0
```

Throughout, u has angular momentum l+1 and energy Eu, while v has angular momentum l and energy Ev, in the same V. The length integral is

D = ∫ u r v dr.

```lean
/-- The radial dipole integral in the length form. -/
def lengthDipole (a b : ℝ) (u v : ℝ → ℝ) : ℝ := ∫ r in a..b, u r * r * v r
```

The velocity integral is

P = ∫ u w dr, with w = v′ − (l+1)v/r.

```lean
/-- The radial dipole integral in the velocity form, for `v` of angular momentum `l` and slope
`dv`, and `u` of angular momentum `l + 1`. -/
def velocityDipole (a b : ℝ) (l : ℕ) (u v dv : ℝ → ℝ) : ℝ :=
  ∫ r in a..b, u r * (dv r - ((l : ℝ) + 1) * v r / r)
```

For u and v normalised to ∫ u² dr = ∫ v² dr = 1, D and P are the radial factors of the matrix elements of the position and of the gradient ∇. The velocity operator is −i∇ in atomic units, and its factor −i is left out of P. The angular factors are not treated. All integrals run from a to b. Parts (c) to (f) assume 0 < a ≤ b, so the origin and an unbounded range are not covered.

## (a) Curvature from the radial equation

**Task.** Express u″ at an interior point through u.

**Solution.** Solving the radial equation for the second derivative gives

u″ = 2(W_L − E)u.

In Lean, the assumed differentiability of `du` supplies a derivative, and `linear_combination` rearranges the equation to identify its value.

```lean
variable {a b Eu Ev : ℝ} {l : ℕ} {V dV u du v dv : ℝ → ℝ}

/-- The radial equation gives the curvature of the wave function at each interior point. -/
theorem IsRadialState.curvature {L : ℕ} {E : ℝ} (h : IsRadialState a b L V E u du)
    {r : ℝ} (hr : r ∈ Ioo a b) :
    HasDerivAt du (2 * (effectivePotential L V r - E) * u r) r := by
  refine (h.slope_diff r hr).hasDerivAt.congr_deriv ?_
  linear_combination (-2) * h.schrodinger r hr
```

## (b) Balance between a flux and its source

**Task.** Let F, f and g be continuous on [a,b], with F′ = c f + g inside. Relate the integrals of f and g to the wall values of F.

**Solution.** Integrate F′ and split the integral:

c ∫ f dr + ∫ g dr = F(b) − F(a).

The Lean proof uses the version of the fundamental theorem of calculus that needs the derivative only in the open interval, which suits the definition of a state.

```lean
/-- If a flux `F` has the source density `c f + g`, the integrated source equals the difference
of the flux between the two walls. -/
theorem flux_balance {F f g : ℝ → ℝ} {c : ℝ} (hab : a ≤ b)
    (hF : ContinuousOn F (Icc a b)) (hf : ContinuousOn f (Icc a b))
    (hg : ContinuousOn g (Icc a b))
    (hd : ∀ r ∈ Ioo a b, HasDerivAt F (c * f r + g r) r) :
    c * (∫ r in a..b, f r) + (∫ r in a..b, g r) = F b - F a := by
  have i1 := (continuousOn_const (c := c)).mul hf |>.intervalIntegrable_of_Icc
    (μ := MeasureTheory.volume) hab
  have i2 := hg.intervalIntegrable_of_Icc (μ := MeasureTheory.volume) hab
  have hsum : (∫ r in a..b, (c * f r + g r)) =
      (∫ r in a..b, c * f r) + ∫ r in a..b, g r := intervalIntegral.integral_add i1 i2
  rw [← intervalIntegral.integral_const_mul, ← hsum]
  exact intervalIntegral.integral_eq_sub_of_hasDerivAt_of_le hab hF hd (i1.add i2)
```

## (c) From length to velocity

**Task.** Show that (Eu − Ev) D = −P.

**Solution.** Take as flux half the Wronskian u(r v)′ − u′ r v of u and r v:

F = −½[u′ r v − u(v + r v′)].

On differentiation the terms u′(v + r v′) cancel, leaving

F′ = −½ r(u″v − u v″) + u v′.

By (a), V cancels from the bracket and only the difference of the centrifugal terms survives:

W_{l+1} − W_l = [(l+1)(l+2) − l(l+1)]/(2r²) = (l+1)/r²,

u″v − u v″ = 2[(l+1)/r² − (Eu − Ev)]u v.

Therefore

F′ = (Eu − Ev) u r v + u[v′ − (l+1)v/r].

Each term of F contains an undifferentiated u or v, so F vanishes at both walls. Part (b) gives (Eu − Ev) D + P = 0.

In the Lean proof, `key` is this flux balance. The product rule and (a) supply the derivative, `field_simp` and `ring` carry out the algebra, and the wall conditions remove F(b) − F(a).

For one electron in a central local potential, confined to a finite shell, this relation offers a numerical check: a mismatch between the two sides points to an error in the radial functions, the energies or the quadrature.

```lean
/-- Length and velocity forms agree: the energy difference times the length dipole integral is
minus the velocity dipole integral. -/
theorem length_eq_velocity (ha : 0 < a) (hab : a ≤ b)
    (hu : IsRadialState a b (l + 1) V Eu u du) (hv : IsRadialState a b l V Ev v dv) :
    (Eu - Ev) * lengthDipole a b u v = -velocityDipole a b l u v dv := by
  have h0 : ∀ r ∈ Icc a b, r ≠ 0 := fun r hr => (lt_of_lt_of_le ha hr.1).ne'
  have cid : ContinuousOn (fun r : ℝ => r) (Icc a b) := continuousOn_id
  -- the flux is half the Wronskian of `u` and `r v`
  have key := flux_balance (c := Eu - Ev)
    (F := fun r => (-1 / 2) * (du r * (r * v r) - u r * (v r + r * dv r)))
    (f := fun r => u r * r * v r)
    (g := fun r => u r * (dv r - ((l : ℝ) + 1) * v r / r)) hab
    (continuousOn_const.mul ((hu.slope_cont.mul (cid.mul hv.cont)).sub
      (hu.cont.mul (hv.cont.add (cid.mul hv.slope_cont)))))
    ((hu.cont.mul cid).mul hv.cont)
    (hu.cont.mul (hv.slope_cont.sub ((continuousOn_const.mul hv.cont).div cid h0)))
    (by
      intro r hr
      have hr0 : r ≠ 0 := h0 r (Ioo_subset_Icc_self hr)
      have hid := hasDerivAt_id' r
      have v1 := hv.slope r hr
      refine (((hu.curvature hr).fun_mul (hid.fun_mul v1)).fun_sub
        ((hu.slope r hr).fun_mul (v1.fun_add (hid.fun_mul (hv.curvature hr))))
        |>.const_mul (-1 / 2)).congr_deriv ?_
      simp only [effectivePotential]
      push_cast
      field_simp
      ring)
  simp only [hu.inner_wall, hu.outer_wall, hv.inner_wall, hv.outer_wall] at key
  unfold lengthDipole velocityDipole
  linear_combination key
```

## (d) The reverse transition

**Task.** Let the velocity operator act on u instead, and show that

(Ev − Eu) D = −∫ v[u′ + (l+1)u/r] dr.

**Solution.** The centrifugal terms cancel in the sum

(u v)′ = u[v′ − (l+1)v/r] + v[u′ + (l+1)u/r].

Since u v vanishes at the walls, the two integrals on the right add to zero. The second is therefore −P, which equals (Eu − Ev) D by (c).

Lean applies `flux_balance` with c = 1 to u v. The step `hsymm` records that D is unchanged when u and v are exchanged.

```lean
/-- Length and velocity forms also agree for the reverse transition, where the velocity operator
acts on the state of angular momentum `l + 1`. -/
theorem length_eq_velocity_reverse (ha : 0 < a) (hab : a ≤ b)
    (hu : IsRadialState a b (l + 1) V Eu u du) (hv : IsRadialState a b l V Ev v dv) :
    (Ev - Eu) * lengthDipole a b v u =
      -∫ r in a..b, v r * (du r + ((l : ℝ) + 1) * u r / r) := by
  have h0 : ∀ r ∈ Icc a b, r ≠ 0 := fun r hr => (lt_of_lt_of_le ha hr.1).ne'
  have cid : ContinuousOn (fun r : ℝ => r) (Icc a b) := continuousOn_id
  -- the two velocity integrands add up to the derivative of `u v`
  have key := flux_balance (c := 1) (F := fun r => u r * v r)
    (f := fun r => u r * (dv r - ((l : ℝ) + 1) * v r / r))
    (g := fun r => v r * (du r + ((l : ℝ) + 1) * u r / r)) hab
    (hu.cont.mul hv.cont)
    (hu.cont.mul (hv.slope_cont.sub ((continuousOn_const.mul hv.cont).div cid h0)))
    (hv.cont.mul (hu.slope_cont.add ((continuousOn_const.mul hu.cont).div cid h0)))
    (fun r hr => ((hu.slope r hr).fun_mul (hv.slope r hr)).congr_deriv (by ring))
  simp only [hu.inner_wall, hu.outer_wall] at key
  have hsymm : lengthDipole a b v u = lengthDipole a b u v := by
    unfold lengthDipole
    congr 1
    funext r
    ring
  have main := length_eq_velocity ha hab hu hv
  unfold velocityDipole at main
  rw [hsymm]
  linear_combination key - main
```

## (e) From velocity to the potential gradient

**Task.** Suppose that V and its slope V′ are continuous on [a,b], with V′ the derivative of V inside. Show that

(Eu − Ev) P = −∫ u V′ v dr − ½[u′(b)v′(b) − u′(a)v′(a)].

**Solution.** First find the equation that w obeys. Differentiating v″ = 2(W_l − Ev)v gives

v‴ = 2(W_l − Ev)v′ + [2V′ − 2l(l+1)/r³]v.

Differentiating w twice gives

w″ = v‴ − (l+1)v″/r + 2(l+1)v′/r² − 2(l+1)v/r³.

Insert v‴ and v″ and collect terms:

w″ = 2(W_l − Ev)w + [2(l+1)/r²]w + 2V′v
= 2(W_{l+1} − Ev)w + 2V′v.

Now take the flux G = −½(u′w − u w′). The terms u′w′ cancel in its derivative, so

G′ = −½(u″w − u w″) = (Eu − Ev)u w + u V′ v.

At a wall u = v = 0 and w = v′, hence G = −½u′v′. Part (b) gives the claim.

In Lean, `dV` is V′. The flux is written with v″ already replaced by 2(W_l − Ev)v, which makes it continuous up to the walls and differentiable inside. The remaining steps follow the pattern of (c).

```lean
/-- The energy difference times the velocity dipole integral is minus the matrix element of the
potential gradient, minus a term from the slopes at the hard walls. -/
theorem velocity_eq_acceleration (ha : 0 < a) (hab : a ≤ b)
    (hu : IsRadialState a b (l + 1) V Eu u du) (hv : IsRadialState a b l V Ev v dv)
    (cV : ContinuousOn V (Icc a b)) (cdV : ContinuousOn dV (Icc a b))
    (hV : ∀ r ∈ Ioo a b, HasDerivAt V (dV r) r) :
    (Eu - Ev) * velocityDipole a b l u v dv =
      -(∫ r in a..b, u r * dV r * v r) - (du b * dv b - du a * dv a) / 2 := by
  have h0 : ∀ r ∈ Icc a b, r ≠ 0 := fun r hr => (lt_of_lt_of_le ha hr.1).ne'
  have cid : ContinuousOn (fun r : ℝ => r) (Icc a b) := continuousOn_id
  have ci : ContinuousOn (fun r : ℝ => r⁻¹) (Icc a b) := cid.inv₀ h0
  -- the flux is half the Wronskian of `u` and `v' - (l+1) v / r`, with `v''` eliminated
  have key := flux_balance (c := Eu - Ev)
    (F := fun r => (-1 / 2) * (du r * (dv r - ((l : ℝ) + 1) * v r * r⁻¹)
      - u r * (2 * ((l : ℝ) * (l + 1) / 2 * (r⁻¹ * r⁻¹) + V r - Ev) * v r
        - ((l : ℝ) + 1) * dv r * r⁻¹ + ((l : ℝ) + 1) * v r * (r⁻¹ * r⁻¹))))
    (f := fun r => u r * (dv r - ((l : ℝ) + 1) * v r / r))
    (g := fun r => u r * dV r * v r) hab
    (continuousOn_const.mul ((hu.slope_cont.mul
      (hv.slope_cont.sub ((continuousOn_const.mul hv.cont).mul ci))).sub
      (hu.cont.mul ((((continuousOn_const.mul
        (((continuousOn_const.mul (ci.mul ci)).add cV).sub continuousOn_const)).mul hv.cont).sub
        ((continuousOn_const.mul hv.slope_cont).mul ci)).add
        ((continuousOn_const.mul hv.cont).mul (ci.mul ci))))))
    (hu.cont.mul (hv.slope_cont.sub ((continuousOn_const.mul hv.cont).div cid h0)))
    ((hu.cont.mul cdV).mul hv.cont)
    (by
      intro r hr
      have hr0 : r ≠ 0 := h0 r (Ioo_subset_Icc_self hr)
      have hi := hasDerivAt_inv hr0
      have v1 := hv.slope r hr
      have v2 := hv.curvature hr
      refine (((hu.curvature hr).fun_mul
        (v2.fun_sub ((v1.const_mul ((l : ℝ) + 1)).fun_mul hi))).fun_sub
        ((hu.slope r hr).fun_mul (((((((hi.fun_mul hi).const_mul ((l : ℝ) * (l + 1) / 2)).fun_add
          (hV r hr)).sub_const Ev).const_mul 2).fun_mul v1).fun_sub
          ((v2.const_mul ((l : ℝ) + 1)).fun_mul hi) |>.fun_add
          ((v1.const_mul ((l : ℝ) + 1)).fun_mul (hi.fun_mul hi))))
        |>.const_mul (-1 / 2)).congr_deriv ?_
      simp only [effectivePotential]
      push_cast
      field_simp
      ring)
  simp only [hu.inner_wall, hu.outer_wall, hv.inner_wall, hv.outer_wall] at key
  unfold velocityDipole
  linear_combination key
```

## (f) From length to the potential gradient

**Task.** Eliminate P between (c) and (e).

**Solution.** Multiply (c) by Eu − Ev and insert (e):

(Eu − Ev)² D = −(Eu − Ev)P
= ∫ u V′ v dr + ½[u′(b)v′(b) − u′(a)v′(a)].

This is the acceleration form in the shell. The slope term represents the force of the hard walls, which V′ inside the shell does not contain. The single `linear_combination` is the same elimination.

```lean
/-- The squared energy difference times the length dipole integral is the matrix element of the
potential gradient plus a term from the slopes at the hard walls. -/
theorem length_eq_acceleration (ha : 0 < a) (hab : a ≤ b)
    (hu : IsRadialState a b (l + 1) V Eu u du) (hv : IsRadialState a b l V Ev v dv)
    (cV : ContinuousOn V (Icc a b)) (cdV : ContinuousOn dV (Icc a b))
    (hV : ∀ r ∈ Ioo a b, HasDerivAt V (dV r) r) :
    (Eu - Ev) ^ 2 * lengthDipole a b u v =
      (∫ r in a..b, u r * dV r * v r) + (du b * dv b - du a * dv a) / 2 := by
  linear_combination (Eu - Ev) * length_eq_velocity ha hab hu hv
    - velocity_eq_acceleration ha hab hu hv cV cdV hV
```

## (g) An explicit pair of free waves

**Task.** For V = 0, find a shell that holds a p wave of energy 1/2 and an s wave of energy 8/25.

**Solution.** Choose the width d = 5π/4.

```lean
/-- The width of the example shell. -/
def width : ℝ := 5 * Real.pi / 4
```

Let the inner radius a be the positive root of a(a+d) = d − 1:

a = [√(d² + 4(d−1)) − d]/2.

It is positive because d > 1.

```lean
/-- The inner radius of the example shell. -/
def inner : ℝ := (√(width ^ 2 + 4 * (width - 1)) - width) / 2
```

With x = r − a, put s = sin x + a cos x, so that s″ = −s, and define

p = s/r − s′ = [(1 + a r) sin x − x cos x]/r.

```lean
/-- A free p wave that vanishes at radius `a`. -/
def pWave (a r : ℝ) : ℝ :=
  ((1 + a * r) * Real.sin (r - a) - (r - a) * Real.cos (r - a)) / r
```

Its slope is

p′ = s′/r − s/r² + s = s − p/r.

```lean
/-- The slope of the free p wave. -/
def pSlope (a r : ℝ) : ℝ := Real.sin (r - a) + a * Real.cos (r - a) - pWave a r / r
```

A further derivative gives

p″ = s′ − p′/r + p/r² = (2/r² − 1)p,

which is the free radial equation with L = 1 and E = 1/2. At r = a the numerator of p is zero. At r = a + d it is

[1 + a(a+d)] sin d − d cos d = d(sin d − cos d) = 0,

because d = π + π/4.

The s wave sin(4x/5) has energy ½(4/5)² = 8/25. It vanishes at x = 0 and, since 4d/5 = π, at x = d.

Lean establishes the radius and angle identities first, then the derivatives `p1`, `p2`, `s1` and `s2`, and finally checks each field of `IsRadialState` for both waves. They form a pair to which (c) applies with l = 0.

```lean
/-- A free particle in the example shell has an explicit p wave of energy 1/2 and an explicit
s wave of energy 8/25. -/
theorem radialState_witness : 0 < inner ∧
    IsRadialState inner (inner + width) 1 (fun _ => 0) (1 / 2) (pWave inner) (pSlope inner) ∧
    IsRadialState inner (inner + width) 0 (fun _ => 0) (8 / 25)
      (fun r => Real.sin (4 / 5 * (r - inner)))
      (fun r => 4 / 5 * Real.cos (4 / 5 * (r - inner))) := by
  have hw : 1 < width := by unfold width; linarith [Real.pi_gt_three]
  have hpos : 0 < inner := by
    have : width < √(width ^ 2 + 4 * (width - 1)) := Real.lt_sqrt_of_sq_lt (by linarith)
    unfold inner; linarith
  have hq : inner * (inner + width) = width - 1 := by
    have hs := Real.sq_sqrt (show 0 ≤ width ^ 2 + 4 * (width - 1) by nlinarith)
    unfold inner
    linear_combination hs / 4
  have hsc : Real.sin width = Real.cos width := by
    rw [show width = Real.pi / 4 + Real.pi by unfold width; ring, Real.sin_add_pi,
      Real.cos_add_pi, Real.sin_pi_div_four, Real.cos_pi_div_four]
  have hlast : 4 / 5 * width = Real.pi := by unfold width; ring
  generalize inner = a at *
  have hs : ∀ r, HasDerivAt (fun x => Real.sin (x - a)) (Real.cos (r - a)) r := fun r =>
    ((hasDerivAt_id' r).sub_const a).sin.congr_deriv (by ring)
  have hc : ∀ r, HasDerivAt (fun x => Real.cos (x - a)) (-Real.sin (r - a)) r := fun r =>
    ((hasDerivAt_id' r).sub_const a).cos.congr_deriv (by ring)
  -- first and second derivatives of the p wave
  have p1 : ∀ r, 0 < r → HasDerivAt (pWave a) (pSlope a r) r := by
    intro r hr
    have hid := hasDerivAt_id' r
    refine ((((hid.const_mul a).const_add 1).fun_mul (hs r)).fun_sub
      ((hid.sub_const a).fun_mul (hc r)) |>.fun_div hid hr.ne').congr_deriv ?_
    simp only [pSlope, pWave]
    field_simp
    ring
  have p2 : ∀ r, 0 < r → HasDerivAt (pSlope a)
      (Real.cos (r - a) + a * -Real.sin (r - a) - (pSlope a r * r - pWave a r * 1) / r ^ 2) r :=
    fun r hr => ((hs r).fun_add ((hc r).const_mul a)).fun_sub
      ((p1 r hr).fun_div (hasDerivAt_id' r) hr.ne')
  -- first and second derivatives of the s wave
  have s1 : ∀ r, HasDerivAt (fun x => Real.sin (4 / 5 * (x - a)))
      (4 / 5 * Real.cos (4 / 5 * (r - a))) r := fun r =>
    (((hasDerivAt_id' r).sub_const a).const_mul (4 / 5)).sin.congr_deriv (by ring)
  have s2 : ∀ r, HasDerivAt (fun x => 4 / 5 * Real.cos (4 / 5 * (x - a)))
      (-(16 / 25) * Real.sin (4 / 5 * (r - a))) r := fun r =>
    ((((hasDerivAt_id' r).sub_const a).const_mul (4 / 5)).cos.const_mul (4 / 5)).congr_deriv
      (by ring)
  refine ⟨hpos, ⟨?_, ?_, ?_, ?_, ?_, ?_, ?_⟩, ⟨?_, ?_, ?_, ?_, ?_, ?_, ?_⟩⟩
  · exact fun r hr => (p1 r (hpos.trans_le hr.1)).continuousAt.continuousWithinAt
  · exact fun r hr => (p2 r (hpos.trans_le hr.1)).continuousAt.continuousWithinAt
  · exact fun r hr => p1 r (hpos.trans hr.1)
  · exact fun r hr => (p2 r (hpos.trans hr.1)).differentiableAt
  · intro r hr
    have hr0 : r ≠ 0 := (hpos.trans hr.1).ne'
    rw [(p2 r (hpos.trans hr.1)).deriv]
    simp only [effectivePotential, pSlope, pWave, Nat.cast_one]
    field_simp
    ring
  · simp [pWave]
  · have hnum : (1 + a * (a + width)) * Real.sin width - width * Real.cos width = 0 := by
      rw [hq, hsc]; ring
    simp only [pWave, add_sub_cancel_left, hnum, zero_div]
  · exact fun r _ => (s1 r).continuousAt.continuousWithinAt
  · exact fun r _ => (s2 r).continuousAt.continuousWithinAt
  · exact fun r _ => s1 r
  · exact fun r _ => (s2 r).differentiableAt
  · intro r _
    rw [(s2 r).deriv]
    simp only [effectivePotential, Nat.cast_zero, zero_mul, zero_div, add_zero]
    ring
  · simp
  · simp only [add_sub_cancel_left, hlast, Real.sin_pi]

end

end RadialDipoleGauge
```

```lean
#print axioms RadialDipoleGauge.length_eq_velocity
-- 'RadialDipoleGauge.length_eq_velocity' depends on axioms: [propext, Classical.choice, Quot.sound]
#print axioms RadialDipoleGauge.length_eq_velocity_reverse
-- 'RadialDipoleGauge.length_eq_velocity_reverse' depends on axioms: [propext, Classical.choice, Quot.sound]
#print axioms RadialDipoleGauge.length_eq_acceleration
-- 'RadialDipoleGauge.length_eq_acceleration' depends on axioms: [propext, Classical.choice, Quot.sound]
```
